# The ratio of first resonance to antiresonance frequency fixes the squared coupling factor of a lossless piezoelectric plate

A lossless piezoelectric plate in thickness vibration, with stress-free faces covered by the electrodes and squared coupling factor $K$ between 0 and 1, has exactly one resonance below its first antiresonance (called the antiresonance from here on), and the ratio of the two frequencies determines $K$. The claim rests on $K\tan x=x$ having a single root in $(0,\pi/2)$, which moves down as $K$ grows. A sketch of the two curves makes this plausible, but I would like to see it made rigorous and machine-checked. How does that go?

## One resonant phase for each coupling factor

For $0<K<1$ the root $x$ exists, is unique and strictly decreases with $K$. If $f$ is the resonance frequency, $f_a$ the antiresonance frequency and $r=f/f_a$, then
$$K=\frac{\pi}{2}\,r\,\tan\!\Big(\frac{\pi}{2}(1-r)\Big).$$

On $(0,\pi/2)$ both $\sin x$ and $\cos x$ are positive, so $K\tan x=x$ is equivalent to $K=g(x)$ with $g(x)=x\cos x/\sin x$. The quotient rule gives
$$g'(x)=\frac{(\cos x-x\sin x)\sin x-x\cos^2x}{\sin^2x}=\frac{\sin x\cos x-x}{\sin^2x}<0,$$
because $\sin x\cos x\le\sin x<x$. Hence there is at most one root, and a larger $K$ has a smaller one.

For existence, let $h(x)=K\sin x-x\cos x$ and $a=\arccos K$. Then $h(a)=K(\sin a-a)<0$ and $h(\pi/2)=K>0$, so $h$ vanishes in between. Conversely, any root has $K=x/\tan x$, and $0<x<\tan x$ forces $0<K<1$.

## From phase to frequency

Let the plate have stress-free faces covered by the electrodes, thickness $d$, sound speed $v$ and clamped capacitance $C$. Here $v$ is the piezoelectrically stiffened speed, at constant electric displacement, and $C$ is the capacitance at constant strain. The acoustic phase across half the thickness and the electrical reactance at frequency $f$ are
$$\varphi=\frac{\pi f d}{v},\qquad X=\frac{K\tan\varphi/\varphi-1}{2\pi fC}.$$
With $f_a=v/(2d)$ we get $\varphi=\frac{\pi}{2}f/f_a$. For $0<f<f_a$ the phase lies in $(0,\pi/2)$, and $X=0$ exactly when $K\tan\varphi=\varphi$. The only resonance there is $f=(2x/\pi)f_a$. Putting $\varphi=\pi r/2$ into $K=\varphi\cot\varphi$ and using $\cot\varphi=\tan(\pi/2-\varphi)$ gives the formula for $K$.

As $f$ rises to $f_a$, $\tan\varphi\to+\infty$ while $K/\varphi$ and $1/(2\pi fC)$ have positive limits if $K>0$, so $X\to+\infty$.

In the weak-coupling limit $r\to1$, expanding the tangent gives $K\approx\frac{\pi^2}{4}(1-r)$, an estimate that the code below does not contain.

```lean
import Mathlib

open Real Set Filter Topology

namespace PiezoelectricPlateResonance

noncomputable section

/-- The squared coupling factor for which the acoustic phase `x` is resonant, `x cot x`. -/
def couplingOfPhase (x : ℝ) : ℝ := x * Real.cos x / Real.sin x

/-- A lossless piezoelectric plate in thickness vibration: thickness, sound speed,
clamped capacitance and squared thickness coupling factor. -/
structure Plate where
  thickness : ℝ
  speed : ℝ
  capacitance : ℝ
  coupling : ℝ
  thickness_pos : 0 < thickness
  speed_pos : 0 < speed
  capacitance_pos : 0 < capacitance

/-- The acoustic phase across half the plate thickness at frequency `f`. -/
def Plate.phase (P : Plate) (f : ℝ) : ℝ := π * f * P.thickness / P.speed

/-- The antiresonance frequency, at which the plate is half a wavelength thick. -/
def Plate.antiresonance (P : Plate) : ℝ := P.speed / (2 * P.thickness)

/-- The electrical reactance of the plate at frequency `f`. -/
def Plate.reactance (P : Plate) (f : ℝ) : ℝ :=
  (P.coupling * Real.tan (P.phase f) / P.phase f - 1) / (2 * π * f * P.capacitance)

/-- On `(0, π/2)` the squared coupling factor `x cot x` is a strictly decreasing function of the
resonant phase `x`. -/
theorem couplingOfPhase_strictAntiOn : StrictAntiOn couplingOfPhase (Ioo 0 (π / 2)) := by
  have hs : ∀ x ∈ Ioo (0 : ℝ) (π / 2), 0 < Real.sin x := fun x hx =>
    Real.sin_pos_of_pos_of_lt_pi hx.1 (by linarith [hx.2, Real.pi_pos])
  have hd : ∀ x ∈ Ioo (0 : ℝ) (π / 2), HasDerivAt couplingOfPhase
      ((Real.sin x * Real.cos x - x) / Real.sin x ^ 2) x := by
    intro x hx
    have h := ((hasDerivAt_id' x).fun_mul (Real.hasDerivAt_cos x)).fun_div
      (Real.hasDerivAt_sin x) (hs x hx).ne'
    refine h.congr_deriv ?_
    congr 1
    linear_combination (-x) * Real.sin_sq_add_cos_sq x
  apply strictAntiOn_of_deriv_neg (convex_Ioo _ _)
  · exact fun x hx => (hd x hx).continuousAt.continuousWithinAt
  · rw [interior_Ioo]
    intro x hx
    rw [(hd x hx).deriv]
    -- the sign of the slope is that of sin x cos x - x
    have h1 := hs x hx
    apply div_neg_of_neg_of_pos _ (by positivity)
    nlinarith [Real.sin_lt hx.1, mul_nonneg h1.le (sub_nonneg.2 (Real.cos_le_one x))]

/-- For `x` in `(0, π/2)`, the equation `K tan x = x` says that `K` equals `x cot x`. -/
theorem resonance_iff {K x : ℝ} (hx : x ∈ Ioo 0 (π / 2)) :
    K * Real.tan x = x ↔ K = couplingOfPhase x := by
  have hs : 0 < Real.sin x :=
    Real.sin_pos_of_pos_of_lt_pi hx.1 (by linarith [hx.2, Real.pi_pos])
  have hc : 0 < Real.cos x :=
    Real.cos_pos_of_mem_Ioo ⟨by linarith [hx.1, Real.pi_pos], hx.2⟩
  rw [couplingOfPhase, eq_div_iff hs.ne', Real.tan_eq_sin_div_cos, ← mul_div_assoc,
    div_eq_iff hc.ne']

/-- For `0 < K < 1` the resonance equation `K tan x = x` has exactly one solution
in `(0, π/2)`. -/
theorem existsUnique_phase {K : ℝ} (h0 : 0 < K) (h1 : K < 1) :
    ∃! x, x ∈ Ioo 0 (π / 2) ∧ K * Real.tan x = x := by
  have ha : 0 < Real.arccos K := Real.arccos_pos.2 h1
  have hb : Real.arccos K < π / 2 := Real.arccos_lt_pi_div_two.2 h0
  have hcos : Real.cos (Real.arccos K) = K := Real.cos_arccos (by linarith) h1.le
  have hcont : ContinuousOn (fun x : ℝ => K * Real.sin x - x * Real.cos x)
      (Icc (Real.arccos K) (π / 2)) := by fun_prop
  -- K sin x - x cos x changes sign between arccos K and π/2
  have hmem : (0 : ℝ) ∈ Ioo
      (K * Real.sin (Real.arccos K) - Real.arccos K * Real.cos (Real.arccos K))
      (K * Real.sin (π / 2) - π / 2 * Real.cos (π / 2)) := by
    constructor
    · rw [hcos]
      nlinarith [mul_pos h0 (sub_pos.2 (Real.sin_lt ha))]
    · rw [Real.sin_pi_div_two, Real.cos_pi_div_two]
      linarith
  obtain ⟨x, hx, hzero⟩ := intermediate_value_Ioo hb.le hcont hmem
  have hx' : x ∈ Ioo 0 (π / 2) := ⟨ha.trans hx.1, hx.2⟩
  have hs : 0 < Real.sin x :=
    Real.sin_pos_of_pos_of_lt_pi hx'.1 (by linarith [hx'.2, Real.pi_pos])
  have hK : K = couplingOfPhase x := by
    rw [couplingOfPhase, eq_div_iff hs.ne']
    exact sub_eq_zero.1 hzero
  refine ⟨x, ⟨hx', (resonance_iff hx').2 hK⟩, ?_⟩
  rintro y ⟨hy, hKy⟩
  exact couplingOfPhase_strictAntiOn.injOn hy hx' (((resonance_iff hy).1 hKy).symm.trans hK)

/-- The resonance equation is solvable in `(0, π/2)` precisely when `0 < K < 1`. -/
theorem exists_phase_iff {K : ℝ} :
    (∃ x ∈ Ioo 0 (π / 2), K * Real.tan x = x) ↔ 0 < K ∧ K < 1 := by
  constructor
  · rintro ⟨x, hx, h⟩
    have ht := Real.lt_tan hx.1 hx.2
    have hx0 := hx.1
    constructor
    · by_contra hK
      nlinarith
    · by_contra hK
      nlinarith
  · rintro ⟨h0, h1⟩
    obtain ⟨x, ⟨hx, h⟩, -⟩ := existsUnique_phase h0 h1
    exact ⟨x, hx, h⟩

/-- Of two resonant phases in `(0, π/2)`, the smaller one belongs to the larger coupling factor. -/
theorem coupling_lt_iff {K L x y : ℝ} (hx : x ∈ Ioo 0 (π / 2)) (hy : y ∈ Ioo 0 (π / 2))
    (hK : K * Real.tan x = x) (hL : L * Real.tan y = y) : K < L ↔ y < x := by
  rw [(resonance_iff hx).1 hK, (resonance_iff hy).1 hL]
  constructor
  · intro h
    by_contra hn
    exact absurd h (not_lt_of_ge
      (couplingOfPhase_strictAntiOn.antitoneOn hx hy (not_lt.1 hn)))
  · exact fun h => couplingOfPhase_strictAntiOn hy hx h

lemma Plate.antiresonance_pos (P : Plate) : 0 < P.antiresonance :=
  div_pos P.speed_pos (mul_pos two_pos P.thickness_pos)

/-- The acoustic phase is `π/2` times the frequency in units of the antiresonance. -/
theorem Plate.phase_eq (P : Plate) (f : ℝ) :
    P.phase f = π / 2 * (f / P.antiresonance) := by
  have h1 := P.thickness_pos.ne'
  have h2 := P.speed_pos.ne'
  unfold Plate.phase Plate.antiresonance
  field_simp

lemma Plate.phase_mem (P : Plate) {f : ℝ} (hf : f ∈ Ioo 0 P.antiresonance) :
    P.phase f ∈ Ioo 0 (π / 2) := by
  have h0 : 0 < f / P.antiresonance := div_pos hf.1 P.antiresonance_pos
  have h1 : f / P.antiresonance < 1 := (div_lt_one P.antiresonance_pos).2 hf.2
  rw [P.phase_eq]
  exact ⟨by positivity, by nlinarith [mul_pos Real.pi_pos (sub_pos.2 h1)]⟩

lemma Plate.reactance_eq_zero_iff (P : Plate) {f : ℝ} (hf : f ∈ Ioo 0 P.antiresonance) :
    P.reactance f = 0 ↔ P.coupling * Real.tan (P.phase f) = P.phase f := by
  have hden : 2 * π * f * P.capacitance ≠ 0 :=
    (mul_pos (mul_pos Real.two_pi_pos hf.1) P.capacitance_pos).ne'
  rw [Plate.reactance, div_eq_zero_iff, or_iff_left hden, sub_eq_zero,
    div_eq_one_iff_eq (P.phase_mem hf).1.ne']

/-- With nonzero coupling `K > 0`, the reactance grows without bound as the frequency
approaches the antiresonance from below. -/
theorem Plate.reactance_tendsto (P : Plate) (hK : 0 < P.coupling) :
    Tendsto P.reactance (𝓝[<] P.antiresonance) atTop := by
  have ha := P.antiresonance_pos
  have hC := P.capacitance_pos
  have hcont : Continuous P.phase := by
    unfold Plate.phase
    fun_prop
  have hend : P.phase P.antiresonance = π / 2 := by
    rw [P.phase_eq, div_self ha.ne', mul_one]
  have hφ : Tendsto P.phase (𝓝[<] P.antiresonance) (𝓝 (π / 2)) := by
    rw [← hend]
    exact hcont.continuousAt.tendsto.mono_left nhdsWithin_le_nhds
  have hφ' : Tendsto P.phase (𝓝[<] P.antiresonance) (𝓝[<] (π / 2)) := by
    refine tendsto_nhdsWithin_iff.2 ⟨hφ, ?_⟩
    filter_upwards [self_mem_nhdsWithin] with f hf
    have h1 : f / P.antiresonance < 1 := (div_lt_one ha).2 hf
    rw [P.phase_eq]
    show π / 2 * (f / P.antiresonance) < π / 2
    nlinarith [mul_pos Real.pi_pos (sub_pos.2 h1)]
  -- the tangent diverges, the other factors have positive limits
  have htan := Real.tendsto_tan_pi_div_two.comp hφ'
  have hq : Tendsto (fun f => P.coupling / P.phase f) (𝓝[<] P.antiresonance)
      (𝓝 (P.coupling / (π / 2))) := tendsto_const_nhds.div hφ (by positivity)
  have hlin : Continuous (fun f : ℝ => 2 * π * f * P.capacitance) := by fun_prop
  have hden : Tendsto (fun f : ℝ => (2 * π * f * P.capacitance)⁻¹) (𝓝[<] P.antiresonance)
      (𝓝 (2 * π * P.antiresonance * P.capacitance)⁻¹) :=
    (hlin.continuousAt.tendsto.mono_left nhdsWithin_le_nhds).inv₀ (by positivity)
  have h1 := htan.atTop_mul_pos (by positivity) hq
  have h2 := (tendsto_atTop_add_const_right _ (-1 : ℝ) h1).atTop_mul_pos (by positivity) hden
  refine h2.congr (fun f => ?_)
  simp only [Function.comp_apply, Plate.reactance]
  ring

/-- A plate with `0 < K < 1` has exactly one resonance, a zero of the reactance, at a
positive frequency below the antiresonance. -/
theorem Plate.existsUnique_resonance (P : Plate) (h0 : 0 < P.coupling)
    (h1 : P.coupling < 1) :
    ∃! f, f ∈ Ioo 0 P.antiresonance ∧ P.reactance f = 0 := by
  obtain ⟨x, ⟨hx, hKx⟩, hu⟩ := existsUnique_phase h0 h1
  have ha := P.antiresonance_pos
  have hπ := Real.pi_pos
  have hx0 := hx.1
  have hr : 2 * x / π < 1 := (div_lt_one hπ).2 (by linarith [hx.2])
  have hf : 2 * x / π * P.antiresonance ∈ Ioo 0 P.antiresonance :=
    ⟨by positivity, by nlinarith [mul_pos ha (sub_pos.2 hr)]⟩
  have hp : P.phase (2 * x / π * P.antiresonance) = x := by
    rw [P.phase_eq, mul_div_assoc, div_self ha.ne']
    field_simp
  refine ⟨_, ⟨hf, (P.reactance_eq_zero_iff hf).2 (by rw [hp]; exact hKx)⟩, ?_⟩
  rintro g ⟨hg, hg0⟩
  have hgx := hu _ ⟨P.phase_mem hg, (P.reactance_eq_zero_iff hg).1 hg0⟩
  rw [← hgx, P.phase_eq]
  field_simp

/-- For a resonance below the antiresonance, the ratio `r` of the two frequencies gives the squared
coupling factor as `(π/2) r tan((π/2)(1 - r))`. -/
theorem Plate.coupling_eq (P : Plate) {f : ℝ} (hf : f ∈ Ioo 0 P.antiresonance)
    (hres : P.reactance f = 0) :
    P.coupling = π / 2 * (f / P.antiresonance) *
      Real.tan (π / 2 * (1 - f / P.antiresonance)) := by
  have hφ := P.phase_mem hf
  have ht : 0 < Real.tan (P.phase f) := Real.tan_pos_of_pos_of_lt_pi_div_two hφ.1 hφ.2
  rw [mul_sub, mul_one, Real.tan_pi_div_two_sub, ← P.phase_eq]
  exact (eq_mul_inv_iff_mul_eq₀ ht.ne').2 ((P.reactance_eq_zero_iff hf).1 hres)

/-- Of two plates, whatever their thickness, sound speed and capacitance, the one with the larger
coupling factor has the smaller ratio of resonance to antiresonance frequency, where each resonance
is the one below the antiresonance. -/
theorem Plate.coupling_lt_iff_ratio (P Q : Plate) {f g : ℝ}
    (hf : f ∈ Ioo 0 P.antiresonance) (hg : g ∈ Ioo 0 Q.antiresonance)
    (hP : P.reactance f = 0) (hQ : Q.reactance g = 0) :
    P.coupling < Q.coupling ↔ g / Q.antiresonance < f / P.antiresonance := by
  have hπ : 0 < π / 2 := Real.pi_div_two_pos
  rw [coupling_lt_iff (P.phase_mem hf) (Q.phase_mem hg)
    ((P.reactance_eq_zero_iff hf).1 hP) ((Q.reactance_eq_zero_iff hg).1 hQ),
    P.phase_eq, Q.phase_eq]
  exact ⟨fun h => lt_of_mul_lt_mul_left h hπ.le, fun h => mul_lt_mul_of_pos_left h hπ⟩

end

end PiezoelectricPlateResonance
```

```lean
#print axioms PiezoelectricPlateResonance.Plate.reactance_tendsto
#print axioms PiezoelectricPlateResonance.Plate.existsUnique_resonance
#print axioms PiezoelectricPlateResonance.Plate.coupling_eq
#print axioms PiezoelectricPlateResonance.Plate.coupling_lt_iff_ratio
```

```
'PiezoelectricPlateResonance.Plate.reactance_tendsto' depends on axioms: [propext, Classical.choice, Quot.sound]
'PiezoelectricPlateResonance.Plate.existsUnique_resonance' depends on axioms: [propext, Classical.choice, Quot.sound]
'PiezoelectricPlateResonance.Plate.coupling_eq' depends on axioms: [propext, Classical.choice, Quot.sound]
'PiezoelectricPlateResonance.Plate.coupling_lt_iff_ratio' depends on axioms: [propext, Classical.choice, Quot.sound]
```

## What the Lean statements say about a plate

A `Plate` holds four real numbers, with thickness, speed and capacitance positive. Its `coupling` is $K$ itself, already squared; it measures how strongly electrical and mechanical energy are converted into each other. Its range is not built in: `Plate.existsUnique_resonance` assumes $0<K<1$, whereas `Plate.coupling_eq` assumes a resonance below $f_a$.

`existsUnique_phase` and `exists_phase_iff` state existence, uniqueness and the exact range of $K$. `coupling_lt_iff` expresses monotonicity: if $x$ and $y$ lie in $(0,\pi/2)$ with $K\tan x=x$ and $L\tan y=y$, then $K<L$ exactly when $y<x$. `Plate.coupling_lt_iff_ratio` compares two plates of different material and size.

The reactance formula is assumed, not derived from the piezoelectric equations; it describes one-dimensional motion without losses or electrode mass. Antiresonance is defined as $v/(2d)$, and `Plate.reactance_tendsto` justifies the name by a limit from below, since Lean's value $\tan(\pi/2)=0$ makes the reactance at that point meaningless.

Within this lossless one-dimensional model, the formula lets a coupling factor computed from first-principles material constants be compared with one obtained from two frequencies.

## How the proof follows the calculation

`couplingOfPhase_strictAntiOn` computes $g'$, simplifies it with $\sin^2x+\cos^2x=1$, and lets `nlinarith` find its sign from $\sin x<x$ and $\cos x\le1$. `resonance_iff` clears the denominators. `existsUnique_phase` applies `intermediate_value_Ioo` to $h$, then gets uniqueness from the injectivity of $g$. `exists_phase_iff` uses `Real.lt_tan` for the converse, and `coupling_lt_iff` reads the order off $g$.

For the plate, `Plate.antiresonance_pos`, `Plate.phase_eq` and `Plate.phase_mem` place the phase in $(0,\pi/2)$, and `Plate.reactance_eq_zero_iff` turns zero reactance into the root equation. `Plate.existsUnique_resonance` then rescales the root to a frequency, `Plate.coupling_eq` uses the complementary-angle identity, and `Plate.coupling_lt_iff_ratio` cancels the factor $\pi/2$. `Plate.reactance_tendsto` multiplies the diverging tangent by the two positive limits.
